# In a three-level π-bonding model, the sign of a²/A − b²/B decides whether 10Dq falls

Q: A metal t2g orbital sits between a filled ligand π orbital below it and an empty π* orbital above it. The donor pushes it up and the acceptor pushes it down. The eg level has no π partner, so a raised t2g level means a smaller 10Dq. At strong coupling all three orbitals mix, so can a comparison of two perturbative terms still decide the direction?

A: In this model it can. Put the bare t2g level at 0, the donor at −A and the acceptor at B, with A, B > 0 and nonzero real couplings a and b. For amplitudes v0 (metal), v1 (donor) and v2 (acceptor), a level E satisfies

a v1 + b v2 = E v0
a v0 − A v1 = E v1
b v0 + B v2 = E v2

For −A < E < B, the last two equations give

v1 = a v0/(E + A)
v2 = −b v0/(B − E)

If v0 were zero, the whole vector would vanish. So v0 ≠ 0, and dividing the first equation by it leaves

E = Σ(E), where Σ(E) = a²/(E + A) − b²/(B − E)

Conversely, any solution gives the eigenvector (1, a/(E + A), −b/(B − E)).

Q: That equation is a cubic in disguise. Why is there just one solution in the gap?

A: As E rises through the gap, a²/(E + A) falls and b²/(B − E) grows, so Σ strictly decreases. Two solutions E < F would give E = Σ(E) > Σ(F) = F, a contradiction. For existence, clear the denominators:

p(x) = x(x + A)(B − x) − a²(B − x) + b²(x + A)
p(−A) = −a²(A + B) < 0
p(B) = b²(A + B) > 0

So p has a root strictly inside the gap, and dividing by (x + A)(B − x) turns it into a solution of x = Σ(x).

Q: And its sign?

A: Compare with Σ(0) = a²/A − b²/B, the second-order perturbation energy:

if E > 0, then 0 < E = Σ(E) < Σ(0)
if E < 0, then Σ(0) < Σ(E) = E < 0
if E = 0, then Σ(0) = 0

Hence E is positive exactly when b²/B < a²/A, and a nonzero E is always smaller in magnitude than the second-order estimate. With the eg energy fixed, eg − E < eg − 0 means just E > 0.

Q: Now show me that the formal objects are these physical ones.

A: The Hamiltonian comes first, with indices 0, 1, 2 for metal, donor and acceptor.

In Lean 4 with Mathlib:

```lean
import Mathlib

open Matrix

namespace PiBondingLigandField

noncomputable section

/-- The Hamiltonian of a metal t2g orbital at energy `0`, coupled by `a` to a ligand donor
at `-A` and by `b` to a ligand acceptor at `B`. -/
def piHam (a b A B : ℝ) : Matrix (Fin 3) (Fin 3) ℝ :=
  !![0, a, b; a, -A, 0; b, 0, B]
```

It is a one-electron matrix in an orthonormal basis, for one t2g component. A level needs a nonzero eigenvector, and a gap level must also lie strictly between the bare ligand energies.

```lean
/-- `E` is an energy level of `H` if some nonzero state is an eigenvector with eigenvalue `E`. -/
def IsLevel (H : Matrix (Fin 3) (Fin 3) ℝ) (E : ℝ) : Prop :=
  ∃ v : Fin 3 → ℝ, v ≠ 0 ∧ H *ᵥ v = E • v

/-- A gap level is an energy level lying strictly between the bare donor energy `-A` and the
bare acceptor energy `B`. -/
def IsGapLevel (a b A B E : ℝ) : Prop :=
  IsLevel (piHam a b A B) E ∧ -A < E ∧ E < B
```

Q: So "the t2g level" is identified by its position, not by its metal character?

A: Yes, and that is a real restriction. After normalisation, the metal weight of the gap state is

1/(1 + a²/(E + A)² + b²/(B − E)²)

For A = B = 1 and a = b = 3, the gap level is E = 0 and the weight is only 1/19. Calling it t2g is then a matter of labelling. The reading is natural when the couplings are small compared with A and B.

The other two definitions are Σ and the splitting.

```lean
/-- The energy-dependent shift of the metal orbital caused by its two ligand partners,
for `E` different from `-A` and `B`. -/
def selfEnergy (a b A B E : ℝ) : ℝ :=
  a ^ 2 / (E + A) - b ^ 2 / (B - E)

/-- The ligand-field splitting 10Dq: the energy of the eg level minus that of the t2g level. -/
def tenDq (eg t2g : ℝ) : ℝ := eg - t2g
```

Q: `tenDq` accepts any two numbers. Where is the eg physics?

A: In using the same `eg` before and after π bonding. That expresses the assumption that eg has no π coupling; it is not derived from symmetry here. Electron repulsion and orbital overlap are absent too. In ligand-field models without explicit ligand orbitals, 10Dq is an effective parameter that absorbs such covalent shifts. The theorems here concern its π contribution within this non-interacting three-level model: they give the direction and an upper bound on the size.

Q: Then take me through the proof.

A: First the matrix product is written out as the left-hand sides of the three amplitude equations.

```lean
/-- The action of the Hamiltonian on the metal, donor and acceptor amplitudes. -/
theorem piHam_mulVec (a b A B : ℝ) (v : Fin 3 → ℝ) :
    piHam a b A B *ᵥ v =
      ![a * v 1 + b * v 2, a * v 0 - A * v 1, b * v 0 + B * v 2] := by
  ext i
  fin_cases i <;> simp [piHam, Matrix.mulVec, dotProduct, Fin.sum_univ_three]
  ring
```

Next comes the elimination. In the forward direction `e1` and `e2` are the ligand amplitudes, and `hv0` shows that the metal amplitude is nonzero. The reverse direction supplies the eigenvector above and checks its three rows with `linear_combination`.

```lean
/-- Away from the bare ligand energies, `E` is a level exactly when it equals the shift of the
metal orbital evaluated at `E` itself. -/
theorem isLevel_iff_selfEnergy {a b A B E : ℝ} (hA : E + A ≠ 0) (hB : B - E ≠ 0) :
    IsLevel (piHam a b A B) E ↔ E = selfEnergy a b A B E := by
  constructor
  · rintro ⟨v, hv, h⟩
    rw [piHam_mulVec] at h
    have h0 : a * v 1 + b * v 2 = E * v 0 := congrFun h 0
    have h1 : a * v 0 - A * v 1 = E * v 1 := congrFun h 1
    have h2 : b * v 0 + B * v 2 = E * v 2 := congrFun h 2
    -- the ligand amplitudes are fixed by the metal amplitude
    have e1 : v 1 = a * v 0 / (E + A) := by
      rw [eq_div_iff hA]
      linear_combination -h1
    have e2 : v 2 = -b * v 0 / (B - E) := by
      rw [eq_div_iff hB]
      linear_combination h2
    have hv0 : v 0 ≠ 0 := by
      intro hz
      have k1 : v 1 = 0 := by rw [e1, hz, mul_zero, zero_div]
      have k2 : v 2 = 0 := by rw [e2, hz, mul_zero, zero_div]
      apply hv
      ext i
      fin_cases i
      exacts [hz, k1, k2]
    apply mul_right_cancel₀ hv0
    rw [← h0, e1, e2, selfEnergy]
    ring
  · intro h
    unfold selfEnergy at h
    have q1 : a / (E + A) * (E + A) = a := by field_simp
    have q2 : -b / (B - E) * (B - E) = -b := by field_simp
    refine ⟨![1, a / (E + A), -b / (B - E)], ?_, ?_⟩
    · intro hz
      have h1 : (1 : ℝ) = 0 := congrFun hz 0
      exact one_ne_zero h1
    · rw [piHam_mulVec]
      ext i
      fin_cases i
      · show a * (a / (E + A)) + b * (-b / (B - E)) = E * 1
        linear_combination -h
      · show a * 1 - A * (a / (E + A)) = E * (a / (E + A))
        linear_combination -q1
      · show b * 1 + B * (-b / (B - E)) = E * (-b / (B - E))
        linear_combination q2
```

Monotonicity compares the two fractions separately. Only the donor term has to be strict, so `a ≠ 0` is enough.

```lean
/-- For nonzero donor coupling, the shift of the metal orbital strictly decreases with energy
between the donor and acceptor energies. -/
theorem selfEnergy_lt {a b A B E F : ℝ} (ha : a ≠ 0) (hE : -A < E) (hEF : E < F)
    (hF : F < B) : selfEnergy a b A B F < selfEnergy a b A B E := by
  have pE : 0 < E + A := by linarith
  have pF : 0 < F + A := by linarith
  have qE : 0 < B - E := by linarith
  have qF : 0 < B - F := by linarith
  have d : 0 < F - E := by linarith
  have ha2 : 0 < a ^ 2 := by positivity
  have h1 : a ^ 2 / (F + A) < a ^ 2 / (E + A) := by
    refine lt_of_not_ge fun h => ?_
    have h' := (div_le_div_iff₀ pE pF).mp h
    nlinarith [mul_pos ha2 d]
  have h2 : b ^ 2 / (B - E) ≤ b ^ 2 / (B - F) := by
    rw [div_le_div_iff₀ qE qF]
    nlinarith [mul_nonneg (sq_nonneg b) d.le]
  unfold selfEnergy
  linarith
```

Inside the gap both denominators are positive, so every gap level satisfies E = Σ(E).

```lean
/-- A gap level equals the shift of the metal orbital evaluated at that level. -/
theorem IsGapLevel.eq_selfEnergy {a b A B E : ℝ} (h : IsGapLevel a b A B E) :
    E = selfEnergy a b A B E :=
  (isLevel_iff_selfEnergy (by linarith [h.2.1] : 0 < E + A).ne'
    (by linarith [h.2.2] : 0 < B - E).ne').mp h.1
```

For existence, `m1` and `m2` are the signs of p at the two ends, and `intermediate_value_Ioo` supplies an interior root. For uniqueness, `lt_trichotomy` orders two candidate levels, and monotonicity excludes both strict orderings.

```lean
/-- With both couplings nonzero and `A, B > 0`, exactly one energy level lies strictly between
the donor and acceptor energies. -/
theorem existsUnique_gapLevel {a b A B : ℝ} (ha : a ≠ 0) (hb : b ≠ 0) (hA : 0 < A)
    (hB : 0 < B) : ∃! E, IsGapLevel a b A B E := by
  have ha2 : 0 < a ^ 2 := by positivity
  have hb2 : 0 < b ^ 2 := by positivity
  have hAB : 0 < A + B := by linarith
  -- the secular polynomial changes sign across the gap
  have hc : ContinuousOn (fun x : ℝ => x * (x + A) * (B - x) - a ^ 2 * (B - x)
      + b ^ 2 * (x + A)) (Set.Icc (-A) B) := by fun_prop
  have m1 : -A * (-A + A) * (B - -A) - a ^ 2 * (B - -A) + b ^ 2 * (-A + A) < 0 := by
    nlinarith [mul_pos ha2 hAB]
  have m2 : 0 < B * (B + A) * (B - B) - a ^ 2 * (B - B) + b ^ 2 * (B + A) := by
    nlinarith [mul_pos hb2 hAB]
  obtain ⟨E, ⟨h1, h2⟩, hp⟩ := intermediate_value_Ioo (by linarith : -A ≤ B) hc ⟨m1, m2⟩
  have hp' : E * (E + A) * (B - E) - a ^ 2 * (B - E) + b ^ 2 * (E + A) = 0 := hp
  have nA : E + A ≠ 0 := (by linarith : 0 < E + A).ne'
  have nB : B - E ≠ 0 := (by linarith : 0 < B - E).ne'
  have hE : IsGapLevel a b A B E := by
    refine ⟨(isLevel_iff_selfEnergy nA nB).mpr ?_, h1, h2⟩
    rw [selfEnergy, div_sub_div _ _ nA nB, eq_div_iff (mul_ne_zero nA nB)]
    linear_combination hp'
  refine ⟨E, hE, fun F hF => ?_⟩
  -- a decreasing shift can meet the energy only once
  have eE := hE.eq_selfEnergy
  have eF := hF.eq_selfEnergy
  rcases lt_trichotomy F E with h | h | h
  · linarith [selfEnergy_lt (b := b) ha hF.2.1 h h2]
  · exact h
  · linarith [selfEnergy_lt (b := b) ha h1 h hF.2.2]
```

Q: Does the existence claim need both couplings? A missing donor sounds harmless.

A: It isn't always. Take a = 0, b = √2 and A = B = 1. The donor decouples and stays at −1, while the metal–acceptor pair obeys E² − E − 2 = 0, with roots −1 and 2. The levels are −1, −1 and 2, and none lies strictly between −1 and 1. So existence can fail without `a ≠ 0`.

Q: And the sign criterion?

A: It is joined to existence and uniqueness in one theorem. The proof splits into E < 0, E = 0 and E > 0, and compares Σ(E) with Σ(0), as we did above; `s0` is the equation Σ(0) = a²/A − b²/B.

```lean
/-- With both couplings nonzero and `A, B > 0`, there is exactly one gap level, and it is
positive exactly when `a²/A` exceeds `b²/B`. -/
theorem gapLevel_unique_and_pos_iff {a b A B : ℝ} (ha : a ≠ 0) (hb : b ≠ 0) (hA : 0 < A)
    (hB : 0 < B) : (∃! E, IsGapLevel a b A B E) ∧
      ∀ E, IsGapLevel a b A B E → (0 < E ↔ b ^ 2 / B < a ^ 2 / A) := by
  refine ⟨existsUnique_gapLevel ha hb hA hB, fun E hE => ?_⟩
  have e := hE.eq_selfEnergy
  have s0 : selfEnergy a b A B 0 = a ^ 2 / A - b ^ 2 / B := by simp [selfEnergy]
  -- compare the shift at the level with the shift at zero energy
  rcases lt_trichotomy E 0 with h | h | h
  · have k := selfEnergy_lt (b := b) ha hE.2.1 h hB
    constructor <;> intro _ <;> linarith
  · rw [h] at e
    constructor <;> intro _ <;> linarith
  · have k := selfEnergy_lt (b := b) ha (by linarith : -A < 0) h hE.2.2
    constructor <;> intro _ <;> linarith
```

The statement about 10Dq rewrites the criterion as 0 < E and then subtracts from the common `eg`.

```lean
/-- With both couplings nonzero and `A, B > 0`, moving the t2g level from `0` to the gap level
reduces 10Dq exactly when `a²/A` exceeds `b²/B`. -/
theorem tenDq_reduced_iff {a b A B E : ℝ} (ha : a ≠ 0) (hb : b ≠ 0) (hA : 0 < A)
    (hB : 0 < B) (hE : IsGapLevel a b A B E) (eg : ℝ) :
    tenDq eg E < tenDq eg 0 ↔ b ^ 2 / B < a ^ 2 / A := by
  rw [← (gapLevel_unique_and_pos_iff ha hb hA hB).2 E hE]
  unfold tenDq
  constructor <;> intro _ <;> linarith
```

Q: So second-order perturbation theory gets the direction right but the size wrong?

A: Yes, whenever the level moves at all: it then overestimates the shift. The last theorem proves this by the same comparison, with the absolute values opened according to the sign of E. It doesn't need `b ≠ 0`, but it does take a gap level as given.

```lean
/-- For nonzero donor coupling and `A, B > 0`, the second-order estimate `a²/A - b²/B` strictly
exceeds in magnitude any nonzero gap level. -/
theorem abs_gapLevel_lt_secondOrder {a b A B E : ℝ} (ha : a ≠ 0) (hA : 0 < A) (hB : 0 < B)
    (hE : IsGapLevel a b A B E) (h0 : E ≠ 0) : |E| < |a ^ 2 / A - b ^ 2 / B| := by
  have e := hE.eq_selfEnergy
  have s0 : selfEnergy a b A B 0 = a ^ 2 / A - b ^ 2 / B := by simp [selfEnergy]
  rcases lt_or_gt_of_ne h0 with h | h
  · have k := selfEnergy_lt (b := b) ha hE.2.1 h hB
    rw [abs_of_neg h, abs_of_neg (by linarith)]
    linarith
  · have k := selfEnergy_lt (b := b) ha (by linarith : -A < 0) h hE.2.2
    rw [abs_of_pos h, abs_of_pos (by linarith)]
    linarith

end

end PiBondingLigandField
```

```lean
#print axioms PiBondingLigandField.tenDq_reduced_iff
-- 'PiBondingLigandField.tenDq_reduced_iff' depends on axioms: [propext, Classical.choice, Quot.sound]
#print axioms PiBondingLigandField.abs_gapLevel_lt_secondOrder
-- 'PiBondingLigandField.abs_gapLevel_lt_secondOrder' depends on axioms: [propext, Classical.choice, Quot.sound]
```
